# Parity encoding of fermionic modes: the prefix-parity matrix has inverse $1 + S$ over $\mathbb{Z}/2$

Take a Slater determinant whose occupied orbitals belong to a fixed ordered set of modes, with its creation operators written in that order. When the annihilation operator of an occupied mode acts on it, the sign it produces is fixed by the parity of the number of particles in the earlier modes, and with one qubit per occupation number that parity is spread over all the earlier qubits. The parity encoding stores these running parities in the qubits directly, which raises the question of how the occupations are recovered from them and which qubits change when one occupation changes.

```lean
import Mathlib

open Matrix

namespace ParityEncoding

/-- The lower-triangular all-ones matrix `L`: row `i` has ones in the columns `j ≤ i`. -/
def prefixMatrix (n : ℕ) (R : Type*) [Ring R] : Matrix (Fin n) (Fin n) R :=
  Matrix.of fun i j => if j.val ≤ i.val then 1 else 0

/-- The matrix `S` with ones on the first subdiagonal and zeros elsewhere. -/
def subdiag (n : ℕ) (R : Type*) [Ring R] : Matrix (Fin n) (Fin n) R :=
  Matrix.of fun i j => if i.val = j.val + 1 then 1 else 0

/-- The parity encoding `p = L f` of the occupations `f` of `n` modes, taken mod 2. -/
def encode {n : ℕ} (f : Fin n → ZMod 2) : Fin n → ZMod 2 :=
  prefixMatrix n (ZMod 2) *ᵥ f

/-- The occupation vector of the determinant whose occupied modes form the set `A`. -/
def occupation {n : ℕ} (A : Finset (Fin n)) : Fin n → ZMod 2 :=
  fun j => if j ∈ A then 1 else 0

/-- Qubit `i` stores the parity of the occupations of the modes `j ≤ i`. -/
theorem encode_apply {n : ℕ} (f : Fin n → ZMod 2) (i : Fin n) :
    encode f i = ∑ j ∈ Finset.univ.filter (fun j => j ≤ i), f j := by
  rw [Finset.sum_filter]
  unfold encode Matrix.mulVec dotProduct
  refine Finset.sum_congr rfl fun j _ => ?_
  by_cases h : j ≤ i
  · have h' : j.val ≤ i.val := h
    simp only [prefixMatrix, Matrix.of_apply, if_pos h, if_pos h', one_mul]
  · have h' : ¬ j.val ≤ i.val := h
    simp only [prefixMatrix, Matrix.of_apply, if_neg h, if_neg h', zero_mul]

/-- The matrix `S` shifts a vector down by one site: the first component becomes zero and
component `j + 1` becomes the old component `j`. -/
theorem subdiag_mulVec {n : ℕ} {R : Type*} [Ring R] (v : Fin (n + 1) → R) :
    (subdiag (n + 1) R *ᵥ v) 0 = 0 ∧
      ∀ j : Fin n, (subdiag (n + 1) R *ᵥ v) j.succ = v j.castSucc := by
  constructor
  · unfold Matrix.mulVec dotProduct
    refine Finset.sum_eq_zero fun k _ => ?_
    have h : ¬ (0 : Fin (n + 1)).val = k.val + 1 := by
      rw [Fin.val_zero]
      omega
    simp only [subdiag, Matrix.of_apply, if_neg h, zero_mul]
  · intro j
    have key : ∑ k, subdiag (n + 1) R j.succ k * v k
        = subdiag (n + 1) R j.succ j.castSucc * v j.castSucc := by
      refine Finset.sum_eq_single _ (fun k _ hk => ?_) (fun h => absurd (Finset.mem_univ _) h)
      have h : ¬ (j.succ).val = k.val + 1 := by
        intro h
        apply hk
        apply Fin.ext
        have h1 : (j.succ).val = j.val + 1 := rfl
        have h2 : (j.castSucc).val = j.val := rfl
        omega
      simp only [subdiag, Matrix.of_apply, if_neg h, zero_mul]
    have h : (j.succ).val = (j.castSucc).val + 1 := rfl
    calc (subdiag (n + 1) R *ᵥ v) j.succ = ∑ k, subdiag (n + 1) R j.succ k * v k := rfl
      _ = v j.castSucc := by
        rw [key]
        simp only [subdiag, Matrix.of_apply, if_pos h, one_mul]

/-- Over any ring, differences of neighbours undo prefix sums: `(1 - S) L = 1`. -/
theorem one_sub_subdiag_mul (n : ℕ) (R : Type*) [Ring R] :
    (1 - subdiag n R) * prefixMatrix n R = 1 := by
  cases n with
  | zero => exact Subsingleton.elim _ _
  | succ n =>
    -- `S L` is the strictly lower-triangular all-ones matrix
    have hSL : ∀ i j : Fin (n + 1), (subdiag (n + 1) R * prefixMatrix (n + 1) R) i j
        = if j.val < i.val then 1 else 0 := by
      intro i j
      obtain ⟨h0, hs⟩ := subdiag_mulVec (fun k => prefixMatrix (n + 1) R k j)
      change (subdiag (n + 1) R *ᵥ (fun k => prefixMatrix (n + 1) R k j)) i = _
      refine Fin.cases ?_ (fun m => ?_) i
      · rw [h0, if_neg]
        rw [Fin.val_zero]
        omega
      · rw [hs m]
        have h1 : (m.succ).val = m.val + 1 := rfl
        have h2 : (m.castSucc).val = m.val := rfl
        simp only [prefixMatrix, Matrix.of_apply, h1, h2, Nat.lt_succ_iff]
    ext i j
    rw [sub_mul, one_mul, Matrix.sub_apply, hSL, Matrix.one_apply]
    simp only [prefixMatrix, Matrix.of_apply, Fin.ext_iff]
    -- `[j ≤ i] - [j < i] = δ_ij`
    split_ifs <;> first | omega | simp

/-- Over `Z/2` the matrix `1 + S` is a two-sided inverse of the prefix-parity matrix `L`,
and `L⁻¹ = 1 + S`. -/
theorem prefixMatrix_inverse (n : ℕ) :
    (1 + subdiag n (ZMod 2)) * prefixMatrix n (ZMod 2) = 1 ∧
      prefixMatrix n (ZMod 2) * (1 + subdiag n (ZMod 2)) = 1 ∧
      (prefixMatrix n (ZMod 2))⁻¹ = 1 + subdiag n (ZMod 2) := by
  -- in characteristic two, subtraction is addition
  have hchar : ∀ x y : ZMod 2, x + y = x - y := by decide
  have hS : 1 + subdiag n (ZMod 2) = 1 - subdiag n (ZMod 2) := by
    ext i j
    rw [Matrix.add_apply, Matrix.sub_apply]
    exact hchar _ _
  have h : (1 + subdiag n (ZMod 2)) * prefixMatrix n (ZMod 2) = 1 := by
    rw [hS]
    exact one_sub_subdiag_mul n (ZMod 2)
  exact ⟨h, mul_eq_one_comm.mp h, Matrix.inv_eq_left_inv h⟩

/-- Occupations are read off locally from the qubits `p = L f`: `f_0 = p_0` and
`f_(j+1) = p_(j+1) + p_j`. -/
theorem occupation_from_parities {n : ℕ} (f : Fin (n + 1) → ZMod 2) :
    f 0 = encode f 0 ∧ ∀ j : Fin n, f j.succ = encode f j.succ + encode f j.castSucc := by
  have hdec : f = encode f + subdiag (n + 1) (ZMod 2) *ᵥ encode f := by
    have h : (1 + subdiag (n + 1) (ZMod 2)) *ᵥ encode f = f := by
      unfold encode
      rw [Matrix.mulVec_mulVec, (prefixMatrix_inverse (n + 1)).1, Matrix.one_mulVec]
    rw [Matrix.add_mulVec, Matrix.one_mulVec] at h
    exact h.symm
  obtain ⟨h0, hs⟩ := subdiag_mulVec (encode f)
  constructor
  · have h := congrFun hdec 0
    rw [Pi.add_apply, h0, add_zero] at h
    exact h
  · intro j
    have h := congrFun hdec j.succ
    rw [Pi.add_apply, hs j] at h
    exact h

/-- The last qubit stores the total parity of all occupations. -/
theorem last_qubit_total_parity {n : ℕ} (f : Fin (n + 1) → ZMod 2) :
    encode f (Fin.last n) = ∑ j, f j := by
  rw [encode_apply, Finset.filter_true_of_mem (fun j _ => Fin.le_last j)]

/-- For a determinant with occupied modes `A`, the last qubit is the particle number mod 2. -/
theorem last_qubit_particle_number {n : ℕ} (A : Finset (Fin (n + 1))) :
    encode (occupation A) (Fin.last n) = (A.card : ZMod 2) := by
  rw [last_qubit_total_parity]
  simp [occupation]

/-- Flipping the occupation of mode `j` flips exactly the qubits `i ≥ j`. -/
theorem encode_flip {n : ℕ} (f : Fin n → ZMod 2) (j i : Fin n) :
    encode (f + Pi.single j 1) i = encode f i + if j ≤ i then 1 else 0 := by
  simp only [encode_apply, Pi.add_apply, Finset.sum_add_distrib]
  congr 1
  simp [Pi.single_apply]

end ParityEncoding
```
```lean
#print axioms ParityEncoding.prefixMatrix_inverse
#print axioms ParityEncoding.occupation_from_parities
#print axioms ParityEncoding.last_qubit_particle_number
#print axioms ParityEncoding.encode_flip
```

```
'ParityEncoding.prefixMatrix_inverse' depends on axioms: [propext, Classical.choice, Quot.sound]
'ParityEncoding.occupation_from_parities' depends on axioms: [propext, Classical.choice, Quot.sound]
'ParityEncoding.last_qubit_particle_number' depends on axioms: [propext, Classical.choice, Quot.sound]
'ParityEncoding.encode_flip' depends on axioms: [propext, Classical.choice, Quot.sound]
```

## Occupations, parities and the two matrices

Take $n$ modes labelled $0, 1, \dots, n-1$, as in Lean's `Fin n`. A determinant is given by its occupation numbers $f_j \in \{0, 1\}$, and these are treated as elements of the field $\mathbb{Z}/2$, in which $1 + 1 = 0$. A computational basis state of $n$ qubits is likewise a string $p_i \in \mathbb{Z}/2$. Write $[P]$ for the number that is $1$ when the statement $P$ holds and $0$ otherwise. Two $n \times n$ matrices are used:

$$L_{ij} = [j \le i], \qquad S_{ij} = [i = j + 1].$$

$L$ is lower triangular with ones on and below the diagonal, and $S$ has ones on the first subdiagonal only. The symbol $1$ in a matrix equation is the identity matrix, with entries $\delta_{ij} = [i = j]$. The encoding is $p = L f$, that is

$$p_i = \sum_j [j \le i]\, f_j = f_0 + f_1 + \dots + f_i \pmod 2 .$$

The sum includes mode $i$ itself. With the determinant written as $(a_0^\dagger)^{f_0} \cdots (a_{n-1}^\dagger)^{f_{n-1}}$ acting on the vacuum, where $a_j^\dagger$ creates a particle in mode $j$, the annihilator $a_j$ gives zero if mode $j$ is empty; if mode $j$ is occupied, $a_j$ has to pass the creators of the occupied modes among $0, \dots, j-1$ and picks up the sign $(-1)^{f_0 + \dots + f_{j-1}}$. For $j \ge 1$ the exponent is the single qubit value $p_{j-1}$, and for $j = 0$ there is no sign.

## Derivation

The shift acts on a vector $v$ by $(S v)_i = \sum_k [i = k+1]\, v_k$. For $i = 0$ no index $k \ge 0$ satisfies $0 = k + 1$, so $(S v)_0 = 0$. For $i = m + 1$ only $k = m$ contributes, so $(S v)_{m+1} = v_m$.

Column $j$ of the product $S L$ is $S$ applied to column $j$ of $L$. Hence $(S L)_{0j} = 0$, and $(S L)_{m+1,\,j} = L_{mj} = [j \le m] = [j < m + 1]$. Since $j < 0$ never holds, both cases are covered by one formula, $(S L)_{ij} = [j < i]$. Then

$$\big((1 - S) L\big)_{ij} = L_{ij} - (S L)_{ij} = [j \le i] - [j < i].$$

For $j < i$ this is $1 - 1 = 0$, for $j = i$ it is $1 - 0 = 1$, and for $j > i$ it is $0 - 0 = 0$. So $(1 - S) L = 1$, whatever ring the entries are taken from: the difference of two neighbouring partial sums is the one term by which they differ.

In $\mathbb{Z}/2$ one has $y + y = 0$, so $-y = y$ and $x - y = x + y$ for all $x, y$. Entry by entry this gives $1 - S = 1 + S$, and therefore $(1 + S) L = 1$. The product in the other order follows from finite dimension. If $L f = 0$ then $f = (1 + S) L f = 0$, so $L$ is injective, and an injective linear map of an $n$-dimensional space to itself is onto. Every $p$ is thus of the form $L f$, and $L (1 + S) p = L (1 + S) L f = L f = p$. Hence $L (1 + S) = 1$ and $L^{-1} = 1 + S$.

Applying $1 + S$ to $p = L f$ gives $f = p + S p$. With the action of $S$ found above, the components are

$$f_0 = p_0, \qquad f_{j+1} = p_{j+1} + p_j .$$

The familiar form $f_j = p_j + p_{j-1}$ is the second equation with the index shifted; it holds for $j \ge 1$, and mode $0$, which has no qubit before it, needs the first equation.

For the last qubit the condition $j \le i$ holds for every $j$, so its value is $\sum_j f_j$. If the occupied modes form a set $A$, then $f_j = [j \in A]$, the sum has $|A|$ terms equal to $1$, and the last qubit holds the particle number $|A|$ modulo 2.

Finally, let $e_j$ be the vector with a $1$ in place $j$ and zeros elsewhere. Adding $e_j$ to $f$ exchanges $0$ and $1$ in mode $j$ and leaves the other modes alone. By linearity,

$$\big(L (f + e_j)\big)_i = p_i + \sum_{k \le i} \delta_{kj} = p_i + [j \le i],$$

so qubit $i$ flips when $i \ge j$ and is unchanged when $i < j$.

## An instance with four modes

Let $n = 4$ and $A = \{0, 2, 3\}$, so that $f = (1, 0, 1, 1)$. The matrices are

$$L = \begin{pmatrix} 1&0&0&0\\ 1&1&0&0\\ 1&1&1&0\\ 1&1&1&1 \end{pmatrix}, \qquad 1 + S = \begin{pmatrix} 1&0&0&0\\ 1&1&0&0\\ 0&1&1&0\\ 0&0&1&1 \end{pmatrix}.$$

The integer partial sums of $f$ are $1, 1, 2, 3$, so $p = (1, 1, 0, 1)$. Decoding returns $f_0 = p_0 = 1$, $f_1 = p_1 + p_0 = 1 + 1 = 0$, $f_2 = p_2 + p_1 = 0 + 1 = 1$ and $f_3 = p_3 + p_2 = 1 + 0 = 1$. The last qubit is $p_3 = 1$, which is $|A| = 3$ modulo 2. Filling mode $1$ gives $f + e_1 = (1, 1, 1, 1)$, with partial sums $1, 2, 3, 4$ and encoding $(1, 0, 1, 0)$. Compared with $(1, 1, 0, 1)$, qubit $0$ is unchanged and qubits $1, 2, 3$ have flipped.

## The formal statements

`prefixMatrix n R` is $L$ and `subdiag n R` is $S$, both with entries in a ring `R`, compared through the natural-number values `i.val` and `j.val` of the indices. A vector `Fin n → ZMod 2` stands for a string of occupations or of qubit values, `*ᵥ` is the product of a matrix with a column vector, and `encode f` is $p = L f$ over `ZMod 2`. `occupation A` is the vector $[j \in A]$ for a finite set `A` of modes. The ordering of the modes is the ordering of `Fin n`, the value $1$ means occupied, and qubit $i$ includes mode $i$ in its parity.

`encode_apply` states $p_i = \sum_{j \le i} f_j$. `one_sub_subdiag_mul` states $(1 - S) L = 1$ for every `n` and every `Ring R`, commutative or not; at this generality only that one order of the product is stated. `prefixMatrix_inverse` is the conjunction of $(1 + S) L = 1$, $L (1 + S) = 1$ and $L^{-1} = 1 + S$ over `ZMod 2`. Mathlib's `⁻¹` on matrices is also defined for singular matrices, where it returns zero, and the two product equations show that here it is the true inverse. `encode_flip` states the update rule, with `Pi.single j 1` for $e_j$ and `if j ≤ i then 1 else 0` for $[j \le i]$. These theorems hold for any `n`, including the empty case `n = 0`.

The statements that refer to a first or a last mode need at least one mode and are written for `Fin (n + 1)`. There the modes are $0, \dots, n$, the last one is `Fin.last n`, and an index `j : Fin n` enters in two ways: `j.succ` is mode $j + 1$ and `j.castSucc` is mode $j$. In this notation `subdiag_mulVec` is $(S v)_0 = 0$ and $(S v)_{j+1} = v_j$ over any ring, and `occupation_from_parities` is $f_0 = p_0$ and $f_{j+1} = p_{j+1} + p_j$. `last_qubit_total_parity` is $p_n = \sum_j f_j$, and `last_qubit_particle_number` specialises this to `occupation A`, with `(A.card : ZMod 2)` the particle number reduced modulo 2. For a single mode, `n = 0` in these four theorems, $L = (1)$ and $S = (0)$, the statements about `j.succ` are empty, and the one qubit is both first and last with $p_0 = f_0$.

All of this concerns the labels of basis states. As a fermion-to-qubit mapping, the parity encoding also assigns linear combinations of Pauli strings to creation and annihilation operators; the file contains no Hilbert space, no operators and no signs, and the sign rule for $a_j$ given above is background that the theorems do not check. What the theorems supply, for a finite ordered set of modes and at the level of bit strings, is part of the bookkeeping behind a qubit simulation of an electronic Hamiltonian in this encoding: an occupation is read from at most two neighbouring qubits, a change of the occupation of mode $j$ flips qubit $j$ and all later ones, and the last qubit carries the particle-number parity, which a number-conserving Hamiltonian leaves fixed.

## What fails without arithmetic modulo 2

For $n \ge 2$ the plus sign in $1 + S$ depends on $1 + 1 = 0$, because the entry of $(1 + S) L$ in row $1$, column $0$ is $1 + 1$; for $n \le 1$ one has $S = 0$ and the sign does not matter. Take $n = 2$ with integer entries. Then $L$ and $1 + S$ are the same matrix, and

$$(1 + S) L = \begin{pmatrix} 1&0\\ 1&1 \end{pmatrix} \begin{pmatrix} 1&0\\ 1&1 \end{pmatrix} = \begin{pmatrix} 1&0\\ 2&1 \end{pmatrix} \ne 1 .$$

For $f = (1, 0)$ the partial sums are $(1, 1)$, and adding neighbours gives $2$ for mode $1$ in place of $0$. The entry $2$ is also nonzero in $\mathbb{Z}/3$. The version with the minus sign survives: the difference $1 - 1 = 0$ returns the right occupation, as `one_sub_subdiag_mul` requires.

## How the proof follows the derivation

`encode_apply` writes the restricted sum as a full sum of `if` terms with `Finset.sum_filter`, unfolds the matrix-vector product, and compares the two sums term by term. The split `by_cases h : j ≤ i` gives $1 \cdot f_j = f_j$ in one branch and $0 \cdot f_j = 0$ in the other.

`subdiag_mulVec` collapses the index sum in $S v$ by hand, and the proof of $(1 - S) L = 1$ reuses it. For component $0$, `Finset.sum_eq_zero` reduces the claim to each term vanishing, and `omega` confirms that $0 = k + 1$ is impossible. For component $j + 1$, the step `key` uses `Finset.sum_eq_single` to keep the term $k = j$: any $k$ with $j + 1 = k + 1$ equals `j.castSucc`, so all other terms have a zero matrix entry. The surviving entry is $1$.

`one_sub_subdiag_mul` disposes of `n = 0` by `Subsingleton.elim`, since there is only one empty matrix. Otherwise `hSL` is the formula $(S L)_{ij} = [j < i]$. It applies `subdiag_mulVec` to column $j$ of $L$, the vector `fun k => prefixMatrix (n + 1) R k j`, and `Fin.cases` separates row $0$ from row $m + 1$; in the second case `Nat.lt_succ_iff` identifies $j < m + 1$ with $j \le m$. After expanding $(1 - S) L = L - S L$ entry by entry, `split_ifs` runs through the truth values of $j \le i$, $j < i$ and $i = j$. The inconsistent combinations are closed by `omega`, and the consistent ones are the three subtractions done above.

In `prefixMatrix_inverse`, `hchar` is $x + y = x - y$ in `ZMod 2`, checked by `decide` over the four pairs of values, and `hS` lifts it to $1 + S = 1 - S$. The left inverse `h` is then the general theorem at `ZMod 2`. `mul_eq_one_comm` takes the place of the argument from injective to onto and turns the left inverse of a square matrix into a right inverse, and `Matrix.inv_eq_left_inv` identifies it with `⁻¹`.

`occupation_from_parities` first proves `hdec`, the vector equation $f = p + S p$, by writing $(1 + S)(L f)$ as $\big((1 + S) L\big) f$ with `Matrix.mulVec_mulVec` and inserting the first part of `prefixMatrix_inverse`. Evaluating `hdec` at `0` and at `j.succ` and substituting the two halves of `subdiag_mulVec` gives the two component equations.

`last_qubit_total_parity` removes the filter from `encode_apply` because `Fin.le_last j` holds for every mode, and `last_qubit_particle_number` evaluates the sum of the indicator of `A` as the cardinality of `A`. `encode_flip` rewrites both sides as prefix sums, splits the sum for $f + e_j$ with `Finset.sum_add_distrib`, matches the common part $p_i$ by `congr 1`, and is left with $\sum_{k \le i} \delta_{kj} = [j \le i]$, which `simp` closes using `Pi.single_apply`.
